# Peierls coupling preserves the spectrum of an open chain in a uniform vector potential; term-by-term discretisation does not

An electron hops along a molecular wire, modelled as a row of $N$ sites with two free ends. Include in its Hamiltonian a static, uniform vector potential of component $A$ along the wire. This potential carries neither an electric nor a magnetic field, and the wire closes no loop that could enclose flux, so the energy levels should stay where they were. Whether they do in a lattice model depends on how $A$ enters the Hamiltonian matrix.

Take $\hbar = 1$, lattice spacing 1 and particle mass $\tfrac12$, and number the sites $0,\dots,N-1$. The kinetic matrix $L$ has 2 on the diagonal, $-1$ between neighbours and 0 elsewhere. The central-difference momentum $P$ acts as $(P\psi)_j = -\tfrac{i}{2}(\psi_{j+1}-\psi_{j-1})$, with amplitudes beyond the ends set to zero. For a particle of charge $q$ there are two candidates:

- **Peierls coupling** multiplies each element $L_{jk}$ by $e^{iqA(j-k)}$.
- **Naive coupling** expands $(p-qA)^2$ and discretises each term, giving $L - 2qA\,P + (qA)^2$.

For $N\ge 1$, the Peierls matrix always has the characteristic polynomial of $L$, and the naive matrix has it only when $qA=0$.

## Removing the phases site by site

Let $h$ be any matrix on a finite set of sites, and let $H_{jk} = h_{jk}e^{i\theta_{jk}}$ with real phases $\theta_{jk}$. Choose a real number $\chi_j$ at each site and set $U = \mathrm{diag}(e^{i\chi_j})$, which is unitary. Then

$$(UHU^\dagger)_{jk} = e^{i\chi_j}\,h_{jk}e^{i\theta_{jk}}\,e^{-i\chi_k} = h_{jk}\,e^{i(\theta_{jk}+\chi_j-\chi_k)}.$$

Adding $\chi_j-\chi_k$ to the phases is therefore a unitary conjugation, and

$$\det(x-UHU^\dagger)=\det\big(U(x-H)U^\dagger\big)=\det(x-H).$$

Now let $h$ connect only nearest neighbours on the open chain, and let $\theta_{jk}=-\theta_{kj}$. This antisymmetry says that hopping back undoes the phase of hopping forward, and it keeps $H$ Hermitian when $h$ is. Define

$$\chi_j=\sum_{m=0}^{j-1}\theta_{m+1,m}.$$

Then $\chi_{k+1}-\chi_k=\theta_{k+1,k}$, and antisymmetry gives the reverse hop. On the diagonal, $\theta_{jj}=0=\chi_j-\chi_j$. All other elements of $h$ vanish. Hence $H=UhU^\dagger$, and every such phase field can be removed. For uniform $A$, $\theta_{jk}=qA(j-k)$ and $\chi_j=qAj$.

The same summation works on any tree of sites, such as a branched molecule without rings: let $\chi_j$ be the sum of link phases along the unique path from a chosen root to $j$.

## The trace gives the naive coupling away

Since $P$ has zero diagonal,

$$\operatorname{tr}\big(L-2qA\,P+(qA)^2\big)=\operatorname{tr}L+N(qA)^2.$$

The trace is minus the coefficient of $x^{N-1}$ in the characteristic polynomial. Equal polynomials would force $N(qA)^2=0$, hence $qA=0$ when $N\ge1$. Conversely, at $qA=0$ the naive matrix is $L$.

To first order in $A$ the two couplings agree. The derivative of $L_{jk}e^{iqA(j-k)}$ at $A=0$ is $iq(j-k)L_{jk}$. For $k=j+1$ this is $iq$, for $j=k+1$ it is $-iq$, and otherwise it is zero. These are the elements of $-2qP$, the linear term of the naive matrix.

Two sites with $qA=\tfrac34$ show the difference in numbers. The eigenvalues of $L$ are 1 and 3. The Peierls matrix has diagonal 2 and off-diagonal elements of modulus 1, so its eigenvalues are again $2\pm1$. The naive matrix has diagonal $2+\tfrac9{16}$ and off-diagonal elements $-1\pm\tfrac34i$ of modulus $\tfrac54$. Its eigenvalues are $\tfrac{41}{16}\pm\tfrac54$, that is 1.3125 and 3.8125. Their sum has risen from 4 to 5.125, by $2\cdot\tfrac9{16}$.

## A ring keeps its flux

Free ends matter. On three sites joined in a ring, with unit hopping, antisymmetric phases and zero diagonal, only the two cyclic products survive in the determinant:

$$\det H=H_{01}H_{12}H_{20}+H_{02}H_{21}H_{10}=e^{i\Phi}+e^{-i\Phi}=2\cos\Phi,$$

where $\Phi=\theta_{01}+\theta_{12}+\theta_{20}$. The $\chi_j$ cancel from $\Phi$, and the spectrum depends on it. For phases that come from a vector potential, $\Phi$ is $q$ times the enclosed magnetic flux, with a sign set by the sense in which the ring is traversed.

For a non-interacting tight-binding model of a finite open chain, the open-chain result supplies a check on an implementation of light-matter coupling: a static uniform $A$ must leave the eigenvalues alone.

## The matrices in Lean

The type `n` labels the sites. The graph is implicit in which elements of the Hamiltonian are nonzero.

```lean
import Mathlib

open Matrix

namespace PeierlsMinimalCoupling

noncomputable section

variable {n : Type*}
```

`peierls h θ` is the matrix $H$ above. The definition requires neither a Hermitian `h` nor antisymmetric phases; theorems that need antisymmetry assume it.

```lean
/-- The Peierls-coupled Hamiltonian: each matrix element `h j k` acquires the phase
`exp (i θ j k)`. -/
def peierls (h : Matrix n n ℂ) (θ : n → n → ℝ) : Matrix n n ℂ :=
  Matrix.of fun j k => h j k * Complex.exp ((θ j k : ℂ) * Complex.I)
```

The diagonal unitary $U$ is `gaugeU χ`. Real values of `χ` make its entries pure phases.

```lean
/-- The local gauge transformation, diagonal in the sites with entries `exp (i χ j)`. -/
def gaugeU [DecidableEq n] (χ : n → ℝ) : Matrix n n ℂ :=
  Matrix.diagonal fun j => Complex.exp ((χ j : ℂ) * Complex.I)
```

For the chain, sites are elements of `Fin N`, numbered from 0, and neighbours are recognised by comparing these numbers. The next two definitions are $L$ and $P$, both with open ends.

```lean
/-- The kinetic matrix of an open chain: 2 on the diagonal, -1 between neighbours. -/
def kinetic (N : ℕ) : Matrix (Fin N) (Fin N) ℂ :=
  Matrix.of fun j k => if (j : ℕ) = k then 2 else
    if (k : ℕ) = j + 1 ∨ (j : ℕ) = k + 1 then -1 else 0

/-- The central-difference momentum `-i (ψ (j+1) - ψ (j-1)) / 2` on an open chain. -/
def momentum (N : ℕ) : Matrix (Fin N) (Fin N) ℂ :=
  Matrix.of fun j k => if (k : ℕ) = j + 1 then -Complex.I / 2 else
    if (j : ℕ) = k + 1 then Complex.I / 2 else 0
```

The sign of the uniform phase matches $p-qA$. Here `A` is a real number: a classical, static field, not a quantised cavity mode.

```lean
/-- The phase `q A (j - k)` of a uniform vector potential `A` on a chain of unit spacing. -/
def uniformPhase {N : ℕ} (q A : ℝ) (j k : Fin N) : ℝ :=
  q * A * (((j : ℕ) : ℝ) - ((k : ℕ) : ℝ))
```

In the naive matrix, the final `1` is the identity, so $(qA)^2$ lands on every diagonal element.

```lean
/-- The naive coupling `L - 2 q A P + (q A)²` on an open chain. -/
def naive (N : ℕ) (q A : ℝ) : Matrix (Fin N) (Fin N) ℂ :=
  kinetic N - (2 * ((q * A : ℝ) : ℂ)) • momentum N + (((q * A : ℝ) : ℂ) ^ 2) • 1
```

## Gauge covariance and the open chain

The conjugate of $e^{ix}$ is $e^{-ix}$ for real $x$. With this, $UU^\dagger=1$ reduces to $e^{i\chi_j}e^{-i\chi_j}=1$ at each site.

```lean
/-- Conjugating a phase factor reverses its phase. -/
lemma star_phase (x : ℝ) :
    star (Complex.exp ((x : ℂ) * Complex.I)) = Complex.exp (-((x : ℂ) * Complex.I)) := by
  rw [Complex.star_def, ← Complex.exp_conj]
  simp

/-- The local gauge transformation is unitary. -/
theorem gaugeU_unitary [Fintype n] [DecidableEq n] (χ : n → ℝ) :
    gaugeU χ * (gaugeU χ)ᴴ = 1 := by
  rw [gaugeU, Matrix.diagonal_conjTranspose, Matrix.diagonal_mul_diagonal,
    ← Matrix.diagonal_one]
  congr 1
  funext j
  rw [Pi.star_apply, star_phase, ← Complex.exp_add, add_neg_cancel, Complex.exp_zero]
```

Gauge covariance holds for any finite set of sites, any `h` and any real phases. The proof compares elements: the diagonal factors multiply row $j$ and column $k$, and the equation `e` splits the exponent into the three phases of the derivation.

```lean
/-- Adding `χ j - χ k` to the Peierls phases conjugates the Hamiltonian by the
local gauge transformation. -/
theorem peierls_gauge [Fintype n] [DecidableEq n] (h : Matrix n n ℂ) (θ : n → n → ℝ)
    (χ : n → ℝ) :
    peierls h (fun j k => θ j k + χ j - χ k) = gaugeU χ * peierls h θ * (gaugeU χ)ᴴ := by
  ext j k
  rw [gaugeU, Matrix.diagonal_conjTranspose, Matrix.mul_diagonal, Matrix.diagonal_mul]
  simp only [peierls, Matrix.of_apply, Pi.star_apply, star_phase]
  have e : ((θ j k + χ j - χ k : ℝ) : ℂ) * Complex.I
      = (χ j : ℂ) * Complex.I + (θ j k : ℂ) * Complex.I + -((χ k : ℂ) * Complex.I) := by
    push_cast
    ring
  rw [e, Complex.exp_add, Complex.exp_add]
  ring
```

The characteristic polynomial, `charpoly`, records the eigenvalues with their multiplicities. Instead of factoring the determinant, the proof uses the fact that $XY$ and $YX$ have the same characteristic polynomial for square matrices. This brings $U^\dagger$ next to $U$, where they cancel.

```lean
/-- Conjugation by a local gauge transformation preserves the characteristic polynomial. -/
theorem charpoly_gauge [Fintype n] [DecidableEq n] (H : Matrix n n ℂ) (χ : n → ℝ) :
    (gaugeU χ * H * (gaugeU χ)ᴴ).charpoly = H.charpoly := by
  have hU : (gaugeU χ)ᴴ * gaugeU χ = 1 := mul_eq_one_comm.mp (gaugeU_unitary χ)
  rw [Matrix.charpoly_mul_comm, ← Matrix.mul_assoc, hU, Matrix.one_mul]
```

The next theorem takes two physical hypotheses: `hh` says that there is no hopping beyond nearest neighbours, and `hθ` is the antisymmetry of the phases. Its conclusion is that some `χ` turns `h` into the coupled matrix.

In the proof, `a m` is the link phase $\theta_{m+1,m}$, and `χ` is its partial sum. The statement `step` is the telescoping identity $\theta_{k+1,k}=\chi_{k+1}-\chi_k$. Gauge covariance is then applied to zero initial phases. What remains is a comparison of elements: distant pairs vanish by `hh`, and `cases3` separates the diagonal, the forward link and the backward link.

```lean
/-- On an open chain with nearest-neighbour hopping, any antisymmetric Peierls phases
can be produced from the uncoupled Hamiltonian by a local gauge transformation. -/
theorem open_chain_pure_gauge {N : ℕ} (h : Matrix (Fin N) (Fin N) ℂ)
    (hh : ∀ j k : Fin N, (j : ℕ) + 1 < k ∨ (k : ℕ) + 1 < j → h j k = 0)
    (θ : Fin N → Fin N → ℝ) (hθ : ∀ j k, θ j k = -θ k j) :
    ∃ χ : Fin N → ℝ, peierls h θ = gaugeU χ * h * (gaugeU χ)ᴴ := by
  -- the gauge function accumulates the link phases from the left end
  obtain ⟨χ, step⟩ : ∃ χ : Fin N → ℝ,
      ∀ j k : Fin N, (j : ℕ) = k + 1 → θ j k = χ j - χ k := by
    let a : ℕ → ℝ := fun m =>
      if hm : m + 1 < N then θ ⟨m + 1, hm⟩ ⟨m, by omega⟩ else 0
    refine ⟨fun j => ∑ m ∈ Finset.range (j : ℕ), a m, ?_⟩
    intro j k hjk
    have hlt : (k : ℕ) + 1 < N := by
      have := j.isLt
      omega
    have hj : j = ⟨(k : ℕ) + 1, hlt⟩ := Fin.ext hjk
    have ha : a k = θ j k := by
      rw [hj]
      simp [a, hlt]
    change θ j k = ∑ m ∈ Finset.range (j : ℕ), a m - ∑ m ∈ Finset.range (k : ℕ), a m
    rw [hjk, Finset.sum_range_succ, ha]
    ring
  refine ⟨χ, ?_⟩
  have key := peierls_gauge h (fun _ _ => 0) χ
  have h0 : peierls h (fun _ _ => 0) = h := by
    ext j k
    simp [peierls]
  rw [h0] at key
  rw [← key]
  ext j k
  simp only [peierls, Matrix.of_apply]
  by_cases far : (j : ℕ) + 1 < k ∨ (k : ℕ) + 1 < j
  · rw [hh j k far, zero_mul, zero_mul]
  · have e : θ j k = 0 + χ j - χ k := by
      have cases3 : (j : ℕ) = k ∨ (j : ℕ) = k + 1 ∨ (k : ℕ) = j + 1 := by omega
      rcases cases3 with h1 | h1 | h1
      · have hjk : j = k := Fin.ext h1
        subst hjk
        linarith [hθ j j]
      · linarith [step j k h1]
      · linarith [step k j h1, hθ j k]
    rw [e]
```

## The spectral comparison and the ring

The trace formula holds for every `N`, including the empty chain. The proof first shows that `momentum N` has trace zero, then adds the traces of the terms.

```lean
/-- The naive coupling shifts the trace of the kinetic matrix by `N (q A)²`. -/
theorem trace_naive (N : ℕ) (q A : ℝ) :
    (naive N q A).trace = (kinetic N).trace + (N : ℂ) * ((q * A : ℝ) : ℂ) ^ 2 := by
  have hP : (momentum N).trace = 0 := by
    simp [Matrix.trace, momentum]
  rw [naive, Matrix.trace_add, Matrix.trace_sub, Matrix.trace_smul, Matrix.trace_smul, hP,
    Matrix.trace_one, Fintype.card_fin, smul_eq_mul, smul_eq_mul]
  ring
```

The main theorem joins the two halves of the comparison. The hypothesis `hN` requires at least one site, since on an empty chain all characteristic polynomials coincide. The first half checks that `kinetic N` and `uniformPhase q A` satisfy the hypotheses of the open-chain theorem, then applies invariance under conjugation. In the second half, `ht` reads equal traces off equal polynomials, and `hz` is the resulting equation $N(qA)^2=0$. For the naive matrix, the theorem says that the spectrum as a whole changes when $qA\neq0$; it gives no shift for an individual level.

```lean
/-- On a non-empty open chain in a uniform vector potential, Peierls coupling preserves the
characteristic polynomial of the kinetic matrix, while the naive coupling preserves it
exactly when `q A = 0`. -/
theorem uniform_potential_open_chain {N : ℕ} (hN : 0 < N) (q A : ℝ) :
    (peierls (kinetic N) (uniformPhase q A)).charpoly = (kinetic N).charpoly ∧
      ((naive N q A).charpoly = (kinetic N).charpoly ↔ q * A = 0) := by
  constructor
  · obtain ⟨χ, hχ⟩ := open_chain_pure_gauge (kinetic N) (by
      intro j k hjk
      simp only [kinetic, Matrix.of_apply]
      rw [if_neg (show ¬ (j : ℕ) = k by omega),
        if_neg (show ¬ ((k : ℕ) = j + 1 ∨ (j : ℕ) = k + 1) by omega)])
      (uniformPhase q A) (by
        intro j k
        simp only [uniformPhase]
        ring)
    rw [hχ, charpoly_gauge]
  · constructor
    · intro h
      have : Nonempty (Fin N) := ⟨⟨0, hN⟩⟩
      -- the trace is a coefficient of the characteristic polynomial
      have ht : (naive N q A).trace = (kinetic N).trace := by
        rw [Matrix.trace_eq_neg_charpoly_coeff, Matrix.trace_eq_neg_charpoly_coeff, h]
      have hz : (N : ℂ) * ((q * A : ℝ) : ℂ) ^ 2 = 0 := by
        linear_combination ht - trace_naive N q A
      have hN' : (N : ℂ) ≠ 0 := Nat.cast_ne_zero.mpr (by omega)
      have hsq := (mul_eq_zero.mp hz).resolve_left hN'
      exact Complex.ofReal_eq_zero.mp (pow_eq_zero_iff two_ne_zero |>.mp hsq)
    · intro h
      have e : naive N q A = kinetic N := by
        rw [naive, h]
        simp
      rw [e]
```

The first-order statement concerns each matrix element as a complex-valued function of the real variable `A`. The chain rule gives $iq(j-k)L_{jk}$, and the case distinction identifies this with $-2qP_{jk}$.

```lean
/-- At `A = 0` the derivative of the Peierls-coupled kinetic matrix with respect to `A`
is `-2 q P`, entry by entry. -/
theorem peierls_linear_response {N : ℕ} (q : ℝ) (j k : Fin N) :
    HasDerivAt (fun A : ℝ => peierls (kinetic N) (uniformPhase q A) j k)
      (-2 * (q : ℂ) * momentum N j k) 0 := by
  have h1 : HasDerivAt (fun A : ℝ => q * A * (((j : ℕ) : ℝ) - ((k : ℕ) : ℝ)))
      (q * (((j : ℕ) : ℝ) - ((k : ℕ) : ℝ))) 0 :=
    (((hasDerivAt_id' (0 : ℝ)).const_mul q).mul_const _).congr_deriv (by ring)
  have h2 := ((h1.ofReal_comp.mul_const Complex.I).cexp).const_mul (kinetic N j k)
  have h3 : HasDerivAt (fun A : ℝ => peierls (kinetic N) (uniformPhase q A) j k) _ 0 := h2
  refine h3.congr_deriv ?_
  simp only [mul_zero, zero_mul, Complex.ofReal_zero, Complex.exp_zero, one_mul]
  simp only [kinetic, momentum, Matrix.of_apply]
  by_cases h0 : (j : ℕ) = k
  · rw [if_neg (show ¬ (k : ℕ) = j + 1 by omega),
      if_neg (show ¬ (j : ℕ) = k + 1 by omega), h0]
    simp
  · rw [if_neg h0]
    by_cases hr : (k : ℕ) = j + 1
    · rw [if_pos (Or.inl hr), if_pos hr, hr]
      push_cast
      ring
    · rw [if_neg hr]
      by_cases hl : (j : ℕ) = k + 1
      · rw [if_pos (Or.inr hl), if_pos hl, hl]
        push_cast
        ring
      · rw [if_neg (not_or.mpr ⟨hr, hl⟩), if_neg hl]
        simp
```

For the ring, the explicit matrix contains the three unit hoppings. The auxiliary identity `hc` writes $2\cos\Phi$ as a sum of two products of exponentials. The explicit formula for a $3\times3$ determinant yields the same two products once `hθ` has reversed the phases of the backward hops.

```lean
/-- For a three-site ring with unit hopping and antisymmetric Peierls phases, the determinant
is twice the cosine of the total phase around the ring. -/
theorem ring_det_flux (θ : Fin 3 → Fin 3 → ℝ) (hθ : ∀ j k, θ j k = -θ k j) :
    (peierls !![0, 1, 1; 1, 0, 1; 1, 1, 0] θ).det
      = 2 * Complex.cos ((θ 0 1 : ℂ) + (θ 1 2 : ℂ) + (θ 2 0 : ℂ)) := by
  have hc : ∀ x y z : ℂ, 2 * Complex.cos (x + y + z)
      = Complex.exp (x * Complex.I) * Complex.exp (y * Complex.I) * Complex.exp (z * Complex.I)
        + Complex.exp (-x * Complex.I) * Complex.exp (-y * Complex.I)
          * Complex.exp (-z * Complex.I) := by
    intro x y z
    rw [← Complex.exp_add, ← Complex.exp_add, ← Complex.exp_add, ← Complex.exp_add,
      ← add_mul, ← add_mul, ← add_mul, ← add_mul, Complex.cos,
      show -x + -y + -z = -(x + y + z) by ring]
    ring
  -- only the two cyclic hopping processes contribute
  rw [hc, Matrix.det_fin_three]
  simp only [peierls, Matrix.of_apply]
  rw [hθ 1 0, hθ 2 1, hθ 0 2]
  simp only [Complex.ofReal_neg]
  simp [-neg_mul]
  try ring

end

end PeierlsMinimalCoupling
```

```lean
#print axioms PeierlsMinimalCoupling.uniform_potential_open_chain
-- 'PeierlsMinimalCoupling.uniform_potential_open_chain' depends on axioms: [propext, Classical.choice, Quot.sound]
#print axioms PeierlsMinimalCoupling.peierls_linear_response
-- 'PeierlsMinimalCoupling.peierls_linear_response' depends on axioms: [propext, Classical.choice, Quot.sound]
#print axioms PeierlsMinimalCoupling.ring_det_flux
-- 'PeierlsMinimalCoupling.ring_det_flux' depends on axioms: [propext, Classical.choice, Quot.sound]
```
